# Pairs of probability vectors whose entropy difference equals the Fannes bound at every distance from 0 to 1

For a finite set of n ≥ 2 classical states and any t between 0 and 1, `fannes_sharp` compares two distributions: one certain to be in state k, the other with weight 1 − t on k and t shared equally among the remaining states. It states that both are probability vectors, that their total variation distance is t, and that their Shannon entropies differ in absolute value by exactly t log(n−1) − t log t − (1−t) log(1−t), with 0 log 0 = 0. That this expression bounds the entropy difference for all pairs at distance t is not part of the statement. The proof computes the entropy of the spread-out distribution directly, notes that it vanishes at t = 0 and is non-negative for the given t, and finds the distance by a separate sum.

Lean 4 with Mathlib refuses this proof:

```lean
import Mathlib

open Finset

namespace FannesSharp

noncomputable section

variable {ι : Type*} [Fintype ι]

/-- A probability vector: non-negative weights that sum to one. -/
def IsProb (p : ι → ℝ) : Prop := (∀ i, 0 ≤ p i) ∧ ∑ i, p i = 1

/-- The Shannon entropy `-∑ p_i log p_i`, with `0 log 0 = 0`. -/
def shannon (p : ι → ℝ) : ℝ := ∑ i, Real.negMulLog (p i)

/-- The total variation distance, half the sum of `|p_i - q_i|`. -/
def tvDist (p q : ι → ℝ) : ℝ := (1 / 2) * ∑ i, |p i - q i|

/-- The bound `t log (n-1) - t log t - (1-t) log (1-t)`, for `n ≥ 2` and `0 ≤ t ≤ 1`,
with `0 log 0 = 0`. -/
def fannesBound (n : ℕ) (t : ℝ) : ℝ :=
  t * Real.log ((n : ℝ) - 1) - t * Real.log t - (1 - t) * Real.log (1 - t)

private lemma le_one {p : ι → ℝ} (hp : IsProb p) (i : ι) : p i ≤ 1 := by
  rw [← hp.2]
  exact single_le_sum (fun j _ => hp.1 j) (mem_univ i)

private lemma card_pos (hn : 2 ≤ Fintype.card ι) : 0 < (Fintype.card ι : ℝ) - 1 := by
  have : (2 : ℝ) ≤ Fintype.card ι := by exact_mod_cast hn
  linarith

variable [DecidableEq ι]

private lemma sum_point (k : ι) (a b : ℝ) :
    ∑ i, (if i = k then a else b) = a + ((Fintype.card ι : ℝ) - 1) * b := by
  have e : ∀ i, (if i = k then a else b) = b + if i = k then a - b else 0 := by
    intro i
    split_ifs <;> ring
  rw [sum_congr rfl (fun i _ => e i), sum_add_distrib, sum_ite_eq',
    if_pos (mem_univ k), sum_const, card_univ, nsmul_eq_mul]
  ring

/-- Weight `1 - t` on the state `k`, and `t` shared equally by the other `n - 1` states,
for `n ≥ 2`. -/
def spread (k : ι) (t : ℝ) : ι → ℝ :=
  fun i => if i = k then 1 - t else t / ((Fintype.card ι : ℝ) - 1)

/-- Sharpness: for `n ≥ 2` and every `t` in `[0,1]`, `spread k t` and `spread k 0` are probability
vectors at distance `t` whose entropies differ by exactly the Fannes bound. -/
theorem fannes_sharp (hn : 2 ≤ Fintype.card ι) (k : ι) {t : ℝ} (h0 : 0 ≤ t) (h1 : t ≤ 1) :
    IsProb (spread k t) ∧ IsProb (spread k 0) ∧ tvDist (spread k t) (spread k 0) = t ∧
      |shannon (spread k t) - shannon (spread k 0)| = fannesBound (Fintype.card ι) t := by
  have hc := card_pos hn
  have cancel : ∀ s : ℝ, ((Fintype.card ι : ℝ) - 1) * (s / ((Fintype.card ι : ℝ) - 1)) = s := by
    intro s
    rw [mul_div_assoc', mul_comm _ s, mul_div_assoc, div_self hc.ne', mul_one]
  have hP : ∀ s : ℝ, 0 ≤ s → s ≤ 1 → IsProb (spread k s) := by
    intro s hs0 hs1
    unfold spread
    refine ⟨fun i => ?_, by rw [sum_point, cancel, sub_add_cancel]⟩
    split_ifs
    · linarith
    · exact div_nonneg hs0 hc.le
  have hS : ∀ s : ℝ, shannon (spread k s) = fannesBound (Fintype.card ι) s := by
    intro s
    have e : ∀ i, Real.negMulLog (spread k s i) = if i = k then Real.negMulLog (1 - s)
        else Real.negMulLog (s / ((Fintype.card ι : ℝ) - 1)) := by
      intro i
      unfold spread
      split_ifs <;> rfl
    have hl : s * Real.log (s / ((Fintype.card ι : ℝ) - 1)) =
        s * Real.log s - s * Real.log ((Fintype.card ι : ℝ) - 1) := by
      by_cases hs : s = 0
      · rw [hs]
        ring
      · rw [Real.log_div hs hc.ne']
        ring
    rw [shannon, sum_congr rfl (fun i _ => e i), sum_point, Real.negMulLog,
      Real.negMulLog, fannesBound]
    linear_combination (-Real.log (s / ((Fintype.card ι : ℝ) - 1))) * cancel s - hl
  have hz : shannon (spread k 0) = 0 := by
    rw [hS, fannesBound]
    simp
  have hnn : 0 ≤ shannon (spread k t) := sum_nonneg fun i _ =>
    Real.negMulLog_nonneg ((hP t h0 h1).1 i) (le_one (hP t h0 h1) i)
  refine ⟨hP t h0 h1, hP 0 le_rfl zero_le_one, ?_, ?_⟩
  · have e : ∀ i, |spread k t i - spread k 0 i| =
        if i = k then t else t / ((Fintype.card ι : ℝ) - 1) := by
      intro i
      unfold spread
      split_ifs
      · rw [show 1 - t - (1 - 0) = -t by ring, abs_neg, abs_of_nonneg h0]
      · rw [zero_div, sub_zero, abs_of_nonneg (div_nonneg h0 hc.le)]
    rw [tvDist, sum_congr rfl (fun i _ => e i), sum_point, cancel]
    ring
  · rw [hz, sub_zero, abs_of_nonneg hnn, hS]

end

end FannesSharp
```

Lean reports:

```
Main.lean:62:4: error: Tactic `split_ifs` failed: no if-then-else conditions to split

ι : Type u_1
inst✝¹ : Fintype ι
inst✝ : DecidableEq ι
hn : 2 ≤ Fintype.card ι
k : ι
t : ℝ
h0 : 0 ≤ t
h1 : t ≤ 1
hc : 0 < ↑(Fintype.card ι) - 1
cancel : ∀ (s : ℝ), (↑(Fintype.card ι) - 1) * (s / (↑(Fintype.card ι) - 1)) = s
s : ℝ
hs0 : 0 ≤ s
hs1 : s ≤ 1
i : ι
⊢ 0 ≤ (fun i => if i = k then 1 - s else s / (↑(Fintype.card ι) - 1)) i
```

What went wrong. The error arises in `hP`, where each weight must be shown non-negative. `unfold spread` acts while `spread k s` is still a whole function, the argument of `IsProb`, so it leaves a `fun`. When `refine` then introduces the state `i`, the goal is that function applied to `i`, with the application not yet carried out, as the last line of the message shows.

The `if` is there, but its condition compares `k` with the variable bound by the `fun`, not with the `i` in the context. `split_ifs` cannot split on a condition that depends on a bound variable, so it reports that there is none to split.

The added `dsimp only` carries out the application (beta reduction), leaving `0 ≤ if i = k then 1 - s else s / (↑(Fintype.card ι) - 1)`. Now `split_ifs` can split on `i = k`, and the two existing arguments prove the two cases.

The repair, with which the file compiles:

```diff
@@ -60,4 +60,5 @@
     unfold spread
     refine ⟨fun i => ?_, by rw [sum_point, cancel, sub_add_cancel]⟩
+    dsimp only
     split_ifs
     · linarith
```
